# A Slater determinant of linearly independent s orbitals has the nuclear cusp exactly when every orbital has it

Let the radial orbitals φ_j be real functions, linearly independent on [0,∞), with right derivatives d_j at r = 0. Put electrons of equal spin in these orbitals, one in each, and choose any electron i. The Slater determinant has right derivative −Z times its value at r_i = 0, for all positions of the other electrons, if and only if

d_j = −Z φ_j(0) for every j.

The condition comes from the Coulomb attraction of a nucleus of charge Z. In atomic units, the Hamiltonian acting on an s-type function ψ(r) produces the terms −ψ′(r)/r and −Zψ(r)/r. For ψ smooth in r up to r = 0, their 1/r parts at the nucleus have the coefficients −ψ′(0) and −Zψ(0), which cancel if ψ′(0) = −Zψ(0). This is Kato's nuclear cusp condition, here imposed on a trial function and not derived from the Schrödinger equation. The question is whether a determinant can satisfy it when its orbitals do not, through some cancellation between them. For a single determinant of linearly independent s-type orbitals, such as the 1s and 2s orbitals of the two spin-up electrons in the Hartree–Fock ground state of beryllium, the answer is no.

## The determinant and its cusp

The electrons in the determinant all have the same spin, so only their spatial orbitals enter. With both spins present, as in beryllium, the Hartree–Fock wavefunction for fixed spins of the electrons is, up to a constant factor, a product of one such determinant for each spin, and the result applies to each of the two. One finite index set `ι` labels both electrons and orbitals, since there are equally many of each.

```lean
import Mathlib

open Matrix

namespace SlaterCusp

noncomputable section

variable {ι : Type*} [Fintype ι] [DecidableEq ι]
```

Electron i at radius r_i contributes row i of the matrix

A(r)_ij = φ_j(r_i).

Lean's orbitals are functions on all of ℝ, but only their values at nonnegative radii matter below.

```lean
/-- The matrix of orbital values `φ j (r i)`: electrons label rows, orbitals label columns. -/
def orbitalMatrix (φ : ι → ℝ → ℝ) (r : ι → ℝ) : Matrix ι ι ℝ :=
  Matrix.of fun i j => φ j (r i)
```

The determinant is D(r) = det A(r). The normalised wavefunction for N electrons in orthonormal orbitals carries a further factor 1/√N!, which cancels from the cusp condition.

```lean
/-- The unnormalised Slater determinant of the orbitals `φ` at the radii `r`. -/
def slater (φ : ι → ℝ → ℝ) (r : ι → ℝ) : ℝ := (orbitalMatrix φ r).det
```

The cusp condition for electron i fixes the other radii, lets r_i = s vary, and demands

dD/ds at s = 0⁺ equals −Z D(r with r_i = 0).

In Lean, `Function.update r i s` moves electron i to radius s, and `HasDerivWithinAt` on `Set.Ici 0` is the one-sided derivative. Despite its name, `HasNuclearCusp` also holds for a determinant that vanishes identically.

The orbitals here depend only on the radius. If p or d orbitals are occupied as well, the determinant also depends on angles, and the physical condition then concerns its average over the directions of electron i about the nucleus.

```lean
/-- The nuclear cusp condition for electron `i`: at `r i = 0` the right derivative of the
determinant is `-Z` times its value, for all nonnegative radii of the other electrons. -/
def HasNuclearCusp (φ : ι → ℝ → ℝ) (Z : ℝ) (i : ι) : Prop :=
  ∀ r : ι → ℝ, (∀ k, 0 ≤ r k) →
    HasDerivWithinAt (fun s => slater φ (Function.update r i s))
      (-Z * slater φ (Function.update r i 0)) (Set.Ici 0) 0
```

## Independence means a nonzero determinant somewhere

Collect the orbital values at radius x into the vector v(x), with components φ_j(x). Suppose these vectors, for x ≥ 0, did not span the whole space. Some nonzero g would then be orthogonal to all of them:

∑_j g_j φ_j(x) = 0 for all x ≥ 0,

which contradicts independence. So they span, and a basis can be picked from them, one radius per electron. The matrix with these rows is invertible, so D ≠ 0 there.

Conversely, let D(r) ≠ 0 and suppose ∑_j g_j φ_j = 0 on [0,∞). Evaluating at the radii r_i gives A(r)g = 0, hence g = 0.

In the Lean proof `hspan` is the spanning argument, with a linear functional `f` in the role of g, and `choose` picks the radii.

```lean
/-- Orbitals are linearly independent on `[0,∞)` exactly when their Slater determinant is
nonzero at some configuration of nonnegative radii. -/
theorem independent_iff_exists_slater_ne_zero (φ : ι → ℝ → ℝ) :
    LinearIndependent ℝ (fun j (x : Set.Ici (0 : ℝ)) => φ j x) ↔
      ∃ r : ι → ℝ, (∀ k, 0 ≤ r k) ∧ slater φ r ≠ 0 := by
  constructor
  · intro h
    let v : Set.Ici (0 : ℝ) → ι → ℝ := fun x j => φ j x
    -- the vectors of orbital values span the whole space
    have hspan : Submodule.span ℝ (Set.range v) = ⊤ := by
      by_contra hne
      obtain ⟨f, hf0, hf⟩ := Submodule.exists_le_ker_of_lt_top _ (lt_top_iff_ne_top.2 hne)
      apply hf0
      have hg : ∀ j, f (fun k => if j = k then 1 else 0) = 0 :=
        Fintype.linearIndependent_iff.1 h (fun j => f (fun k => if j = k then 1 else 0)) (by
          ext x
          have hx : f (v x) = 0 := LinearMap.mem_ker.1 (hf (Submodule.subset_span ⟨x, rfl⟩))
          rw [LinearMap.pi_apply_eq_sum_univ f (v x)] at hx
          simp only [Finset.sum_apply, Pi.smul_apply, smul_eq_mul, Pi.zero_apply]
          exact Eq.trans (Finset.sum_congr rfl fun j _ => mul_comm _ _) hx)
      refine LinearMap.ext fun y => ?_
      rw [LinearMap.pi_apply_eq_sum_univ f y]
      exact Finset.sum_eq_zero fun j _ => by rw [hg j, smul_zero]
    -- so a basis can be chosen among them, one radius for each electron
    obtain ⟨b, hb, hbs, hli⟩ := exists_linearIndependent ℝ (Set.range v)
    let B := Module.Basis.mk hli (le_of_eq (by rw [Subtype.range_coe, hbs, hspan]))
    let e := B.indexEquiv (Pi.basisFun ℝ ι)
    have hx : ∀ i, ∃ x, v x = (e.symm i : ι → ℝ) := fun i => hb (e.symm i).2
    choose x hx using hx
    refine ⟨fun i => x i, fun i => (x i).2, ?_⟩
    have hrow : LinearIndependent ℝ (orbitalMatrix φ fun i => x i).row := by
      have hr : (orbitalMatrix φ fun i => x i).row = Subtype.val ∘ e.symm := funext hx
      rw [hr]
      exact hli.comp e.symm e.symm.injective
    exact ((Matrix.isUnit_iff_isUnit_det _).1
      (Matrix.linearIndependent_rows_iff_isUnit.1 hrow)).ne_zero
  · rintro ⟨r, hr, hdet⟩
    refine Fintype.linearIndependent_iff.2 fun g hg => ?_
    have hz : orbitalMatrix φ r *ᵥ g = 0 := by
      ext i
      have hi := congrFun hg ⟨r i, hr i⟩
      simp only [Finset.sum_apply, Pi.smul_apply, smul_eq_mul, Pi.zero_apply] at hi
      exact Eq.trans (Finset.sum_congr rfl fun j _ => mul_comm _ _) hi
    exact congrFun (Matrix.eq_zero_of_mulVec_eq_zero hdet hz)
```

## Differentiating one row

Write A[i←c] for A(r) with row i replaced by the vector c. Moving electron i to s changes only its own row:

D(r with r_i = s) = det A[i←v(s)].

```lean
/-- Moving electron `i` to radius `s` replaces row `i` by the orbital values at `s`. -/
theorem slater_update (φ : ι → ℝ → ℝ) (r : ι → ℝ) (i : ι) (s : ℝ) :
    slater φ (Function.update r i s) =
      ((orbitalMatrix φ r).updateRow i fun j => φ j s).det := by
  unfold slater
  congr 1
  ext k j
  by_cases h : k = i
  · simp [h, orbitalMatrix]
  · simp [h, orbitalMatrix]
```

Expanding along row i gives ∑_j φ_j(s) C_ij, where the cofactors C_ij do not depend on s. The right derivative at s = 0 is therefore

∑_j d_j C_ij = det A[i←d].

Lean obtains the linear map `L` from Mathlib's `cramer`, which packages these row-replaced determinants, and composes it with the derivative of the vector of orbitals.

```lean
/-- If the orbitals have right derivatives `d j` at the nucleus, the right derivative of the
determinant in the radius of electron `i` is the determinant with row `i` replaced by `d`. -/
theorem slater_hasDeriv {φ : ι → ℝ → ℝ} {d : ι → ℝ}
    (hd : ∀ j, HasDerivWithinAt (φ j) (d j) (Set.Ici 0) 0) (r : ι → ℝ) (i : ι) :
    HasDerivWithinAt (fun s => slater φ (Function.update r i s))
      ((orbitalMatrix φ r).updateRow i d).det (Set.Ici 0) 0 := by
  -- the determinant is a linear function of row `i`
  let L : (ι → ℝ) →ₗ[ℝ] ℝ := (LinearMap.proj i) ∘ₗ (cramer (orbitalMatrix φ r)ᵀ)
  have hL : ∀ v, L v = ((orbitalMatrix φ r).updateRow i v).det :=
    fun v => cramer_transpose_apply _ v i
  have hf : (fun s => slater φ (Function.update r i s)) = fun s => L (fun j => φ j s) :=
    funext fun s => by rw [slater_update, hL]
  rw [hf, ← hL]
  exact (LinearMap.toContinuousLinearMap L).hasFDerivAt.comp_hasDerivWithinAt (0 : ℝ)
    (hasDerivWithinAt_pi.2 hd)
```

## A row that always gives zero is zero

Suppose a fixed vector c satisfies det A[i←c] = 0 for all nonnegative radii. Take a configuration r with D(r) ≠ 0, which independence supplies. For any electron k, exchange r_i and r_k and then put c in row i. The result is A[k←c] with rows i and k exchanged, so its determinant is the same up to sign, and

det A[k←c] = 0 for every k.

The rows of A(r) form a basis, so c = ∑_k a_k v(r_k), and Cramer's rule gives

a_k = det A[k←c] / D(r) = 0.

Hence c = 0. In Lean, `hk` is the exchange argument, and `mulVec_cramer` supplies Cramer's rule in the division-free form D(r) c = 0.

```lean
/-- For linearly independent orbitals, a fixed row `c` that makes the determinant vanish for
all nonnegative radii when put in place of electron `i` is zero. -/
theorem row_eq_zero {φ : ι → ℝ → ℝ}
    (hφ : LinearIndependent ℝ (fun j (x : Set.Ici (0 : ℝ)) => φ j x)) (i : ι) (c : ι → ℝ)
    (hc : ∀ r : ι → ℝ, (∀ k, 0 ≤ r k) → ((orbitalMatrix φ r).updateRow i c).det = 0) :
    c = 0 := by
  obtain ⟨r, hr, hdet⟩ := (independent_iff_exists_slater_ne_zero φ).1 hφ
  -- exchanging electrons `i` and `k` moves the row `c` to any position `k`
  have hk : ∀ k, ((orbitalMatrix φ r).updateRow k c).det = 0 := by
    intro k
    have heq : (orbitalMatrix φ (r ∘ Equiv.swap i k)).updateRow i c =
        ((orbitalMatrix φ r).updateRow k c).submatrix (Equiv.swap i k) id := by
      ext l j
      by_cases hl : l = i
      · simp [hl]
      · have hne : Equiv.swap i k l ≠ k := fun h => hl (by
          have h' := congrArg (Equiv.swap i k) h
          simpa using h')
        rw [Matrix.updateRow_ne hl, Matrix.submatrix_apply, Matrix.updateRow_ne hne]
        rfl
    have h := hc (r ∘ Equiv.swap i k) fun l => hr _
    rw [heq, Matrix.det_permute] at h
    rcases Int.units_eq_one_or (Equiv.Perm.sign (Equiv.swap i k)) with hs | hs <;>
      rw [hs] at h <;> simpa using h
  -- Cramer's rule then gives `det • c = 0`
  have hcr : cramer (orbitalMatrix φ r)ᵀ c = 0 :=
    funext fun k => (cramer_transpose_apply _ c k).trans (hk k)
  have h := mulVec_cramer (orbitalMatrix φ r)ᵀ c
  rw [hcr, Matrix.mulVec_zero, Matrix.det_transpose] at h
  exact (smul_eq_zero.1 h.symm).resolve_left hdet
```

## From orbitals to determinant and back

If every orbital has the cusp, then d = −Z v(0), and a common factor comes out of row i:

det A[i←d] = −Z det A[i←v(0)].

This is the cusp condition for D. This direction does not use independence.

```lean
/-- If every orbital has right derivative `-Z` times its value at the nucleus, the Slater
determinant satisfies the nuclear cusp condition. -/
theorem cusp_of_orbitals {φ : ι → ℝ → ℝ} {Z : ℝ}
    (hd : ∀ j, HasDerivWithinAt (φ j) (-Z * φ j 0) (Set.Ici 0) 0) (i : ι) :
    HasNuclearCusp φ Z i := by
  intro r _
  refine (slater_hasDeriv hd r i).congr_deriv ?_
  rw [slater_update, ← Matrix.det_updateRow_smul]
  rfl
```

For the converse, define the cusp defect of each orbital,

c_j = d_j + Z φ_j(0).

Linearity in row i gives

det A[i←c] = det A[i←d] + Z det A[i←v(0)].

The first term on the right is the derivative of D, which by assumption is −Z times its value at r_i = 0, so the sum vanishes for all nonnegative radii. The previous result gives c = 0. The Lean proof equates the two expressions for the derivative by uniqueness of one-sided derivatives (`hu`), then applies `row_eq_zero`. The condition for a single electron i already forces the cusp condition on every orbital.

```lean
/-- For orbitals linearly independent on `[0,∞)` with right derivatives `d j` at the nucleus,
the determinant satisfies the nuclear cusp condition if and only if every orbital does. -/
theorem cusp_iff {φ : ι → ℝ → ℝ} {d : ι → ℝ} {Z : ℝ}
    (hφ : LinearIndependent ℝ (fun j (x : Set.Ici (0 : ℝ)) => φ j x))
    (hd : ∀ j, HasDerivWithinAt (φ j) (d j) (Set.Ici 0) 0) (i : ι) :
    HasNuclearCusp φ Z i ↔ ∀ j, d j = -Z * φ j 0 := by
  constructor
  · intro h
    -- the cusp defects of the orbitals form a row that always gives determinant zero
    have hc : d + Z • (fun j => φ j 0) = 0 := row_eq_zero hφ i _ fun r hr => by
      have hu := UniqueDiffWithinAt.eq_deriv _ (uniqueDiffOn_Ici (0 : ℝ) 0 (by simp))
        (slater_hasDeriv hd r i) (h r hr)
      rw [Matrix.det_updateRow_add, Matrix.det_updateRow_smul, ← slater_update, hu]
      ring
    intro j
    have hj : d j + Z * φ j 0 = 0 := congrFun hc j
    linarith
  · intro h
    exact cusp_of_orbitals (fun j => (hd j).congr_deriv (h j)) i
```

If the orbitals are expanded in s-type basis functions, φ_j = ∑_μ B_μj χ_μ, the criterion becomes one linear constraint on the coefficients of each occupied orbital:

∑_μ B_μj (χ_μ′(0) + Z χ_μ(0)) = 0.

An unnormalised Slater function exp(−ζr) contributes Z − ζ to the bracket, and r exp(−ζr) contributes 1.

## Dependent orbitals

If the orbitals are dependent, D vanishes at all nonnegative radii. Its derivative and its value are both zero, and the cusp condition reads 0 = −Z·0 for every Z. Two copies of one Gaussian exp(−αr²) thus satisfy the determinant condition, although for Z ≠ 0 the Gaussian itself has no cusp. The "only if" direction therefore fails without independence, although a determinant that vanishes everywhere describes no physical state.

```lean
/-- For orbitals that are linearly dependent on `[0,∞)`, the determinant satisfies the cusp
condition for every `Z`, whatever the orbitals do at the nucleus. -/
theorem cusp_of_dependent {φ : ι → ℝ → ℝ}
    (hφ : ¬ LinearIndependent ℝ (fun j (x : Set.Ici (0 : ℝ)) => φ j x)) (Z : ℝ) (i : ι) :
    HasNuclearCusp φ Z i := by
  intro r hr
  have h0 : ∀ s : ℝ, 0 ≤ s → slater φ (Function.update r i s) = 0 := by
    intro s hs
    by_contra hne
    refine hφ ((independent_iff_exists_slater_ne_zero φ).2 ⟨_, fun k => ?_, hne⟩)
    rw [Function.update_apply]
    split_ifs
    exacts [hs, hr k]
  rw [h0 0 le_rfl, mul_zero]
  exact (hasDerivWithinAt_const (0 : ℝ) (Set.Ici 0) (0 : ℝ)).congr
    (fun s hs => h0 s hs) (h0 0 le_rfl)
```

## Gaussian orbitals

An s-type Gaussian centred on the nucleus has zero slope there, and so does any finite combination of such Gaussians. With d_j = 0 the criterion demands Z φ_j(0) = 0 for every j. This is false if Z ≠ 0 and some orbital is nonzero at the nucleus.

In quantum Monte Carlo the failure shows up in the local energy, the ratio HD/D. As r_i → 0 with D ≠ 0, the 1/r_i terms have the coefficient

−(∂D/∂r_i)/D − Z,

evaluated at r_i = 0. For Gaussian orbitals this is −Z, so the local energy diverges as −Z/r_i. One remedy is to modify each orbital near the nucleus. Another is to multiply D by a factor exp(J(r_i)) for each electron with J′(0) = −Z, which supplies the missing slope to all the orbitals at once.

```lean
/-- The determinant of linearly independent orbitals with zero slope at the nucleus, such as s-type
Gaussians centred there, violates the cusp condition for `Z ≠ 0` if one of the orbitals is nonzero
at the nucleus. -/
theorem no_cusp_of_zero_slope {φ : ι → ℝ → ℝ} {Z : ℝ} (hZ : Z ≠ 0)
    (hφ : LinearIndependent ℝ (fun j (x : Set.Ici (0 : ℝ)) => φ j x))
    (hd : ∀ j, HasDerivWithinAt (φ j) 0 (Set.Ici 0) 0) {j : ι} (hj : φ j 0 ≠ 0) (i : ι) :
    ¬ HasNuclearCusp φ Z i := by
  intro h
  have h0 : (0 : ℝ) = -Z * φ j 0 := (cusp_iff (d := fun _ => 0) hφ hd i).1 h j
  exact mul_ne_zero (neg_ne_zero.2 hZ) hj h0.symm
```

## The hydrogenic 1s and 2s pair

With Lean's indices 0 and 1, the unnormalised functions are

φ_0(r) = exp(−Zr),
φ_1(r) = (1 − Zr/2) exp(−Zr/2).

The normalised orbitals carry the prefactors √(Z³/π) and √(Z³/(8π)).

```lean
/-- The unnormalised hydrogenic 1s and 2s radial functions for nuclear charge `Z`. -/
def hydrogenicS (Z : ℝ) : Fin 2 → ℝ → ℝ :=
  ![fun r => Real.exp (-(Z * r)), fun r => (1 - Z * r / 2) * Real.exp (-(Z * r / 2))]
```

Both functions equal 1 at the nucleus. The slope of φ_0 there is −Z, and that of φ_1 is −Z/2 − Z/2 = −Z, so both have the cusp and so does their determinant.

For independence, put electron 0 at the nucleus and electron 1 at the 2s node, r = 2/Z:

D = 1·0 − 1·exp(−2) = −exp(−2) ≠ 0.

With normalised orbitals and the factor 1/√2, the value is −Z³ exp(−2)/(4π). The theorem assumes Z > 0, which places the node at a positive radius.

```lean
/-- For `Z > 0` the hydrogenic 1s and 2s functions are linearly independent on `[0,∞)`, and
their Slater determinant satisfies the nuclear cusp condition for either electron. -/
theorem hydrogenicS_witness {Z : ℝ} (hZ : 0 < Z) (i : Fin 2) :
    LinearIndependent ℝ (fun j (x : Set.Ici (0 : ℝ)) => hydrogenicS Z j x) ∧
      HasNuclearCusp (hydrogenicS Z) Z i := by
  constructor
  · -- put one electron at the nucleus and the other at the node of 2s
    refine (independent_iff_exists_slater_ne_zero _).2 ⟨![0, 2 / Z], ?_, ?_⟩
    · exact Fin.forall_fin_two.2 ⟨le_refl (0 : ℝ), (div_pos two_pos hZ).le⟩
    · have h2 : Z * (2 / Z) = 2 := mul_div_cancel₀ 2 hZ.ne'
      have e : slater (hydrogenicS Z) ![0, 2 / Z] = -Real.exp (-2) := by
        rw [slater, Matrix.det_fin_two]
        change Real.exp (-(Z * 0)) * ((1 - Z * (2 / Z) / 2) * Real.exp (-(Z * (2 / Z) / 2)))
          - (1 - Z * 0 / 2) * Real.exp (-(Z * 0 / 2)) * Real.exp (-(Z * (2 / Z))) = _
        rw [h2]
        norm_num
      rw [e]
      exact neg_ne_zero.2 (Real.exp_pos _).ne'
  · have a := (hasDerivAt_id' (0 : ℝ)).const_mul Z
    have b := a.div_const 2
    refine cusp_of_orbitals (Fin.forall_fin_two.2 ⟨?_, ?_⟩) i
    · have e : -Z * hydrogenicS Z 0 0 = -Z := by simp [hydrogenicS]
      rw [e]
      exact (a.fun_neg.exp.congr_deriv (by simp)).hasDerivWithinAt
    · have e : -Z * hydrogenicS Z 1 0 = -Z := by simp [hydrogenicS]
      rw [e]
      refine (((b.const_sub 1).fun_mul b.fun_neg.exp).congr_deriv ?_).hasDerivWithinAt
      simp only [mul_zero, zero_div, neg_zero, Real.exp_zero]
      ring

end

end SlaterCusp
```

```lean
#print axioms SlaterCusp.cusp_of_orbitals
-- 'SlaterCusp.cusp_of_orbitals' depends on axioms: [propext, Classical.choice, Quot.sound]
#print axioms SlaterCusp.cusp_of_dependent
-- 'SlaterCusp.cusp_of_dependent' depends on axioms: [propext, Classical.choice, Quot.sound]
#print axioms SlaterCusp.no_cusp_of_zero_slope
-- 'SlaterCusp.no_cusp_of_zero_slope' depends on axioms: [propext, Classical.choice, Quot.sound]
```
